# The partial exchange of the three-qubit states 101 and 010 is unitary

The theorem says that, for every real angle θ, an 8 × 8 complex matrix acting on the states of three qubits is unitary. The matrix mixes 101 and 010, with cos θ on the diagonal and −i sin θ off it, and leaves the other six basis states unchanged. The proof checks that the matrix times its conjugate transpose is the identity, entry by entry. `simp` works out each entry, and any goal left over is to be closed either by `ring` or by a `linear_combination` that uses cos² θ + sin² θ = 1 and i² = −1.

The failing Lean file:

```lean
import Mathlib

open Matrix

namespace AbsorptionRefrigerator

noncomputable section

/-- A configuration of the three qubits; `true` means excited. -/
abbrev Config := Bool × Bool × Bool

/-- Coherent exchange of the states 101 and 010 by an angle `θ`; all other states stay put. -/
def partialSwap (θ : ℝ) : Matrix Config Config ℂ :=
  Matrix.of fun s t =>
    if s = t then
      (if s = (true, false, true) ∨ s = (false, true, false) then ((Real.cos θ : ℝ) : ℂ) else 1)
    else if (s = (true, false, true) ∧ t = (false, true, false)) ∨
        (s = (false, true, false) ∧ t = (true, false, true)) then
      -(Complex.I * ((Real.sin θ : ℝ) : ℂ))
    else 0

set_option maxHeartbeats 400000 in
/-- The exchange is a unitary operation. -/
theorem partialSwap_unitary (θ : ℝ) : partialSwap θ ∈ Matrix.unitaryGroup Config ℂ := by
  have h : ((Real.cos θ : ℝ) : ℂ) ^ 2 + ((Real.sin θ : ℝ) : ℂ) ^ 2 = 1 := by
    exact_mod_cast Real.cos_sq_add_sin_sq θ
  rw [Matrix.mem_unitaryGroup_iff, Matrix.star_eq_conjTranspose]
  ext s t
  simp only [Matrix.mul_apply, Fintype.sum_prod_type, Fintype.sum_bool]
  -- only the block spanned by 101 and 010 is non-trivial
  rcases s with ⟨_ | _, _ | _, _ | _⟩ <;> rcases t with ⟨_ | _, _ | _, _ | _⟩ <;>
    simp [partialSwap, Matrix.one_apply, -Complex.ofReal_cos, -Complex.ofReal_sin] <;>
    first
    | ring
    | linear_combination h - ((Real.sin θ : ℝ) : ℂ) ^ 2 * Complex.I_sq

end

end AbsorptionRefrigerator
```

The error:

```
Try this:
  [apply] ring_nf
  
  The `ring` tactic failed to close the goal. Use `ring_nf` to obtain a normal form.
    
  Note that `ring` works primarily in *commutative* rings. If you have a noncommutative ring, abelian group or module, consider using `noncomm_ring`, `abel` or `module` instead.
Try this:
  [apply] ring_nf
  
  The `ring` tactic failed to close the goal. Use `ring_nf` to obtain a normal form.
    
  Note that `ring` works primarily in *commutative* rings. If you have a noncommutative ring, abelian group or module, consider using `noncomm_ring`, `abel` or `module` instead.
Main.lean:24:86: error: unsolved goals
case false.true.false.false.true.false
θ : ℝ
h : ↑(Real.cos θ) ^ 2 + ↑(Real.sin θ) ^ 2 = 1
⊢ -(Complex.I ^ 2 * ↑(Real.sin θ) ^ 2) + ↑(Real.cos θ) ^ 2 = 1

case true.false.true.true.false.true
θ : ℝ
h : ↑(Real.cos θ) ^ 2 + ↑(Real.sin θ) ^ 2 = 1
⊢ ↑(Real.cos θ) ^ 2 - Complex.I ^ 2 * ↑(Real.sin θ) ^ 2 = 1
Main.lean:32:23: warning: This simp argument is unused:
  Matrix.one_apply

Hint: Omit it from the simp argument list.
  [apply] simp [partialSwap, -Complex.ofReal_cos, -Complex.ofReal_sin]

Note: This linter can be disabled with `set_option linter.unusedSimpArgs false`
```

The two unsolved goals are the diagonal entries for 010 and 101. Each says that cos² θ − i² sin² θ = 1, which needs the two identities just named. `ring` uses neither: it treats `Complex.I`, the sine and the cosine as unrelated symbols.

`ring` therefore can't close these goals, but it doesn't fail either. It falls back on `ring_nf`, which rewrites the goal and leaves it open; this is what the two "Try this" messages report. `first` moves on only when an alternative fails, so it accepted `ring` and never tried the `linear_combination` line.

The repair replaces `ring` with `ring1`, which either closes the goal or fails. On these two entries it fails, and `first` goes on to `linear_combination`, which supplies both identities and closes them.

Removing `Matrix.one_apply` from the `simp` call is mere tidying, prompted by the warning that it was unused.

Lean accepts the file once it reads:

```diff
@@ -30,7 +30,7 @@
   -- only the block spanned by 101 and 010 is non-trivial
   rcases s with ⟨_ | _, _ | _, _ | _⟩ <;> rcases t with ⟨_ | _, _ | _, _ | _⟩ <;>
-    simp [partialSwap, Matrix.one_apply, -Complex.ofReal_cos, -Complex.ofReal_sin] <;>
+    simp [partialSwap, -Complex.ofReal_cos, -Complex.ofReal_sin] <;>
     first
-    | ring
+    | ring1
     | linear_combination h - ((Real.sin θ : ℝ) : ℂ) ^ 2 * Complex.I_sq
 
```
